# The planar Boys sum stays constant when an orbital rotation turns the x and y position matrices into each other

## Two orbitals with a free mixing angle

Boys localisation looks for the orthonormal orbitals of a given orbital space that have the largest sum of squared centroids. The maximum may leave the orbitals undetermined, and two orbitals are enough to show how.

Take a degenerate \(e'\) pair \(e_1, e_2\) of a planar triangular molecule, with the origin at its centre. If the position matrices of the pair do not vanish, symmetry gives them the form

\[
X=\begin{pmatrix}1&0\\0&-1\end{pmatrix},\qquad
Y=\begin{pmatrix}0&1\\1&0\end{pmatrix},
\]

for a suitable length unit and suitable axes and orbital signs. Mix the pair:

\[
\varphi_1=\cos\tfrac t2\,e_1-\sin\tfrac t2\,e_2,\qquad
\varphi_2=\sin\tfrac t2\,e_1+\cos\tfrac t2\,e_2 .
\]

The centroids are \((\cos t,-\sin t)\) and \((-\cos t,\sin t)\). They move on a circle, and the sum of their squares is 2 for every \(t\). Up to signs, every real orthonormal pair in this space has this form, so every such pair is a Boys maximum.

The mixing is \(e^{tK}\) with

\[
K=\tfrac12\begin{pmatrix}0&1\\-1&0\end{pmatrix},\qquad
XK-KX=Y,\qquad YK-KY=-X .
\]

These two commutation relations, with \(K\) antisymmetric, are all that the general result needs.

## Where the relations come from

Axial symmetry is one source. Let \(\phi\) be the angle about the \(z\) axis. As operators, \(x\,\partial_\phi-\partial_\phi x=y\) and \(y\,\partial_\phi-\partial_\phi y=-x\). If the orbital space is closed under rotations about the axis, as the occupied space of a linear molecule is when every degenerate shell is either completely filled or empty, the matrices of \(x\), \(y\) and \(\partial_\phi\) in a real orthonormal basis inherit these relations. In the triangular molecule, by contrast, \(K\) mixes the orbitals without being the generator of a rotation of space.

The relations also fix the origin. A commutator has zero trace, so \(X\) and \(Y\) are traceless, and the centroids of any orthonormal basis of the orbital space average to zero.

For Boys localisation restricted to two position components, the result means that two optimisations may end in different orbitals with equal sums. The step to a real molecule that the hypotheses leave open is the third component: the full Boys sum also contains \(z\), and it is invariant too if the matrix of \(z\) commutes with \(K\), as it does under axial symmetry.

## The statement and its Lean form

Let \(X, Y, K\) be real square matrices of any finite size with \(K^T=-K\), \(XK-KX=Y\) and \(YK-KY=-X\). Then for every real \(t\) and every real matrix \(U\),

\[
\sum_i\big(x_i^2+y_i^2\big)\ \text{is the same for } U \text{ and } e^{tK}U,
\qquad x_i=(U^TXU)_{ii},\quad y_i=(U^TYU)_{ii}.
\]

This is `centroidSum_invariant`. The matrices refer to a fixed orthonormal basis of the orbital space, not to overlapping atomic orbitals. The index type `n` labels both the functions of this basis and the orbitals, and orbital \(i\) is column \(i\) of `U`. The diagonal element \((U^TAU)_{ii}\) is `expect A U i`. It is a normalised expectation value when the columns of `U` have unit length, as they do for orthogonal `U`. The theorem assumes neither that `U` is orthogonal nor that `X` and `Y` are symmetric, so the physical case is included.

The rotation multiplies `U` from the left: it acts on the coefficient vectors in the fixed basis. Many programs write orbital rotations as a factor on the right.

`IsBoysMaximum X Y U` says that `U` is orthogonal and that no orthogonal matrix has a larger sum. It describes a global maximum of the two-component sum. `boysMaximum_family` takes such a `U` as given and returns another maximum for each `t`; the existence of a maximum is not part of the claim.

`orbital_changes` says that an orbital with a non-zero centroid becomes neither itself nor its negative when \(\cos t\neq1\). It compares column \(i\) with column \(i\), so the set as a whole may still be permuted. In the two-orbital example, \(t=\pi\) exchanges the orbitals up to sign, while \(t=\pi/2\) gives a different set.

## Derivation

**Orthogonality.** Since \(K^T=-K\), we have \((e^{tK})^T=e^{-tK}\), and therefore \((e^{tK})^Te^{tK}=1\).

**Rotation of the position matrices.** Put \(M(s)=\cos s\,X+\sin s\,Y\). The commutation relations give

\[
MK-KM=\cos s\,Y-\sin s\,X=M'(s).
\]

Now differentiate \(G(s)=e^{sK}M(s)e^{-sK}\):

\[
G'(s)=e^{sK}\big(KM+M'-MK\big)e^{-sK}=0 .
\]

So \(G(t)=G(0)=X\). Multiplying by \((e^{tK})^T\) on the left and \(e^{tK}\) on the right gives

\[
(e^{tK})^TXe^{tK}=\cos t\,X+\sin t\,Y .
\]

The pair \((Y,-X)\) obeys the same relations as \((X,Y)\), because \((-X)K-K(-X)=-Y\). Hence

\[
(e^{tK})^TYe^{tK}=\cos t\,Y-\sin t\,X .
\]

**Centroids.** Put \(U^T\) and \(U\) around both equations and take diagonal elements:

\[
x_i'=x_i\cos t+y_i\sin t,\qquad y_i'=y_i\cos t-x_i\sin t .
\]

Each centroid turns clockwise through \(t\). The cross terms cancel in the sum of squares, which leaves \((x_i^2+y_i^2)(\cos^2t+\sin^2t)=x_i^2+y_i^2\). Summing over \(i\) proves the invariance.

**Maxima.** If \(U\) is orthogonal, so is \(e^{tK}U\). Its sum equals that of \(U\), so if \(U\) is a maximum, \(e^{tK}U\) is one as well.

**Change of the orbitals.** Suppose that column \(i\) is only multiplied by \(c\) with \(c^2=1\). Its centroid is then unchanged, and

\[
0=x_i(x_i'-x_i)+y_i(y_i'-y_i)=(\cos t-1)(x_i^2+y_i^2).
\]

For a non-zero centroid this forces \(\cos t=1\).

## The s, pₓ, p_y shell

The matrices `spX`, `spY` and `spK` satisfy all the conditions, with lengths in units of the s–p transition moment. Let \(a_i\) be the s coefficient of orbital \(i\) in an orthonormal set of three orbitals of this shell. Its squared centroid is \(4a_i^2(1-a_i^2)\), and \(\sum_i a_i^2=1\), so the sum is \(4(1-\sum_i a_i^4)\le 8/3\). Equality holds when every \(a_i^2=1/3\). The maxima are therefore three sp² hybrids, whose orientation in the plane is free. This calculation supplements the file, which checks the matrix relations.

## The Lean file

```lean
import Mathlib

open Matrix NormedSpace
open scoped Matrix.Norms.Operator

namespace BoysNonUniqueness

noncomputable section

variable {n : Type*} [Fintype n] [DecidableEq n]

/-- The expectation value of the one-electron matrix `A` in orbital `i`, the `i`-th column of the
coefficient matrix `U`, if that column has unit length; in general, the `i`-th diagonal element of
`UᵀAU`. -/
def expect (A U : Matrix n n ℝ) (i : n) : ℝ := (Uᵀ * A * U) i i

/-- The squared-centroid sum of the orbitals `U` for the position matrices `X` and `Y`. -/
def centroidSum (X Y U : Matrix n n ℝ) : ℝ :=
  ∑ i, ((expect X U i) ^ 2 + (expect Y U i) ^ 2)

/-- `U` is orthogonal and maximises the squared-centroid sum among all orthogonal matrices. -/
def IsBoysMaximum (X Y U : Matrix n n ℝ) : Prop :=
  Uᵀ * U = 1 ∧ ∀ V : Matrix n n ℝ, Vᵀ * V = 1 → centroidSum X Y V ≤ centroidSum X Y U

/-- An antisymmetric generator `K` gives an orthogonal orbital rotation `exp(tK)`. -/
theorem exp_orthogonal {K : Matrix n n ℝ} (hK : Kᵀ = -K) (t : ℝ) :
    (exp (t • K))ᵀ * exp (t • K) = 1 := by
  rw [← Matrix.exp_transpose, transpose_smul, hK, smul_neg,
    ← Matrix.exp_add_of_commute _ _ ((Commute.refl (t • K)).neg_left),
    neg_add_cancel, NormedSpace.exp_zero]

/-- If `XK - KX = Y`, `YK - KY = -X` and `K` is antisymmetric, the orbital rotation `exp(tK)`
turns the position matrix `X` into `cos t X + sin t Y`. -/
theorem position_rotation {X Y K : Matrix n n ℝ} (hK : Kᵀ = -K)
    (hX : X * K - K * X = Y) (hY : Y * K - K * Y = -X) (t : ℝ) :
    (exp (t • K))ᵀ * X * exp (t • K) = Real.cos t • X + Real.sin t • Y := by
  -- rotating the right-hand side back gives a matrix that does not depend on the angle
  have hf : ∀ s : ℝ, HasDerivAt (fun s : ℝ =>
      exp (s • K) * (Real.cos s • X + Real.sin s • Y) * exp (s • (-K))) 0 s := by
    intro s
    have hE : HasDerivAt (fun s : ℝ => exp (s • K)) (exp (s • K) * K) s :=
      hasDerivAt_exp_smul_const K s
    have hF : HasDerivAt (fun s : ℝ => exp (s • (-K))) (-K * exp (s • (-K))) s :=
      hasDerivAt_exp_smul_const' (-K) s
    have hM : HasDerivAt (fun s : ℝ => Real.cos s • X + Real.sin s • Y)
        ((-Real.sin s) • X + Real.cos s • Y) s :=
      ((Real.hasDerivAt_cos s).smul_const X).fun_add ((Real.hasDerivAt_sin s).smul_const Y)
    have hcomm : (Real.cos s • X + Real.sin s • Y) * K - K * (Real.cos s • X + Real.sin s • Y)
        = (-Real.sin s) • X + Real.cos s • Y := by
      calc _ = Real.cos s • (X * K - K * X) + Real.sin s • (Y * K - K * Y) := by
            simp only [add_mul, mul_add, smul_mul_assoc, mul_smul_comm]
            module
        _ = _ := by
            rw [hX, hY]
            module
    refine ((hE.fun_mul hM).fun_mul hF).congr_deriv ?_

    rw [← hcomm]
    generalize Real.cos s • X + Real.sin s • Y = M
    generalize exp (s • K) = E
    generalize exp (s • (-K)) = F
    noncomm_ring
  have hc := is_const_of_deriv_eq_zero (fun s => (hf s).differentiableAt)
    (fun s => (hf s).deriv) t 0
  simp only [zero_smul, NormedSpace.exp_zero, Real.cos_zero, Real.sin_zero, one_smul,
    add_zero, one_mul, mul_one] at hc
  have hT : exp (t • (-K)) = (exp (t • K))ᵀ := by
    rw [← Matrix.exp_transpose, transpose_smul, hK]
  rw [hT] at hc
  have hO := exp_orthogonal hK t
  -- undo the rotation with the orthogonality of `exp(tK)`
  calc (exp (t • K))ᵀ * X * exp (t • K)
      = (exp (t • K))ᵀ * (exp (t • K) * (Real.cos t • X + Real.sin t • Y)
          * (exp (t • K))ᵀ) * exp (t • K) := by rw [hc]
    _ = ((exp (t • K))ᵀ * exp (t • K)) * (Real.cos t • X + Real.sin t • Y)
          * ((exp (t • K))ᵀ * exp (t • K)) := by simp only [Matrix.mul_assoc]
    _ = _ := by rw [hO, one_mul, mul_one]

/-- Under the same relations, with `K` antisymmetric, the centroid `(x, y)` of every orbital
acquires the first component `x cos t + y sin t` when `U` is replaced by `exp(tK)U`. -/
theorem centroid_rotation_x {X Y K : Matrix n n ℝ} (hK : Kᵀ = -K)
    (hX : X * K - K * X = Y) (hY : Y * K - K * Y = -X) (t : ℝ) (U : Matrix n n ℝ) (i : n) :
    expect X (exp (t • K) * U) i = Real.cos t * expect X U i + Real.sin t * expect Y U i := by
  have h : (exp (t • K) * U)ᵀ * X * (exp (t • K) * U)
      = Uᵀ * ((exp (t • K))ᵀ * X * exp (t • K)) * U := by
    simp only [transpose_mul, Matrix.mul_assoc]
  unfold expect
  rw [h, position_rotation hK hX hY t]
  simp only [Matrix.mul_add, Matrix.add_mul, Matrix.mul_smul, Matrix.smul_mul,
    Matrix.add_apply, Matrix.smul_apply, smul_eq_mul]

/-- Under the same relations, with `K` antisymmetric, the centroid `(x, y)` of every orbital
acquires the second component `y cos t - x sin t` when `U` is replaced by `exp(tK)U`. -/
theorem centroid_rotation_y {X Y K : Matrix n n ℝ} (hK : Kᵀ = -K)
    (hX : X * K - K * X = Y) (hY : Y * K - K * Y = -X) (t : ℝ) (U : Matrix n n ℝ) (i : n) :
    expect Y (exp (t • K) * U) i = Real.cos t * expect Y U i - Real.sin t * expect X U i := by
  -- the pair `(Y, -X)` obeys the same relations as `(X, Y)`
  have hX' : (-X) * K - K * (-X) = -Y := by
    rw [← hX]
    noncomm_ring
  have h := centroid_rotation_x hK hY hX' t U i
  have hneg : expect (-X) U i = -expect X U i := by
    simp only [expect, Matrix.mul_neg, Matrix.neg_mul, Matrix.neg_apply]
  rw [h, hneg]
  ring

/-- If `XK - KX = Y`, `YK - KY = -X` and `K` is antisymmetric, the squared-centroid sum is
unchanged when the orbitals `U` are replaced by `exp(tK)U`, for every real `t`. -/
theorem centroidSum_invariant {X Y K : Matrix n n ℝ} (hK : Kᵀ = -K)
    (hX : X * K - K * X = Y) (hY : Y * K - K * Y = -X) (t : ℝ) (U : Matrix n n ℝ) :
    centroidSum X Y (exp (t • K) * U) = centroidSum X Y U := by
  unfold centroidSum
  refine Finset.sum_congr rfl fun i _ => ?_
  rw [centroid_rotation_x hK hX hY, centroid_rotation_y hK hX hY]
  linear_combination ((expect X U i) ^ 2 + (expect Y U i) ^ 2) * Real.sin_sq_add_cos_sq t

/-- Under the same relations, with `K` antisymmetric, `exp(tK)` carries each Boys maximum `U`
to a Boys maximum, for every real `t`. -/
theorem boysMaximum_family {X Y K U : Matrix n n ℝ} (hK : Kᵀ = -K)
    (hX : X * K - K * X = Y) (hY : Y * K - K * Y = -X) (hU : IsBoysMaximum X Y U) (t : ℝ) :
    IsBoysMaximum X Y (exp (t • K) * U) := by
  refine ⟨?_, fun V hV => ?_⟩
  · calc (exp (t • K) * U)ᵀ * (exp (t • K) * U)
        = Uᵀ * ((exp (t • K))ᵀ * exp (t • K)) * U := by
          simp only [transpose_mul, Matrix.mul_assoc]
      _ = 1 := by rw [exp_orthogonal hK t, mul_one, hU.1]
  · rw [centroidSum_invariant hK hX hY]
    exact hU.2 V hV

omit [DecidableEq n] in
/-- An expectation value does not change when the orbital is multiplied by a sign `c`. -/
theorem expect_sign (A : Matrix n n ℝ) {U V : Matrix n n ℝ} {i : n} {c : ℝ} (hc : c ^ 2 = 1)
    (h : ∀ a, V a i = c * U a i) : expect A V i = expect A U i := by
  simp only [expect, Matrix.mul_apply, transpose_apply, h, Finset.sum_mul]
  refine Finset.sum_congr rfl fun j _ => Finset.sum_congr rfl fun k _ => ?_
  linear_combination (U k i * A k j * U j i) * hc

/-- Under the same relations, with `K` antisymmetric, an orbital whose centroid is not at the
origin is changed by `exp(tK)` by more than a sign `c`, whenever `cos t ≠ 1`. -/
theorem orbital_changes {X Y K U : Matrix n n ℝ} (hK : Kᵀ = -K)
    (hX : X * K - K * X = Y) (hY : Y * K - K * Y = -X) {t : ℝ} (ht : Real.cos t ≠ 1) {i : n}
    (hi : 0 < (expect X U i) ^ 2 + (expect Y U i) ^ 2) {c : ℝ} (hc : c ^ 2 = 1) :
    ¬ ∀ a, (exp (t • K) * U) a i = c * U a i := by
  intro h
  have hx := expect_sign X hc h
  have hy := expect_sign Y hc h
  rw [centroid_rotation_x hK hX hY] at hx
  rw [centroid_rotation_y hK hX hY] at hy
  -- a rotation that fixes a non-zero vector of the plane has `cos t = 1`
  have h0 : (Real.cos t - 1) * ((expect X U i) ^ 2 + (expect Y U i) ^ 2) = 0 := by
    linear_combination expect X U i * hx + expect Y U i * hy
  rcases mul_eq_zero.mp h0 with h1 | h1
  · exact ht (by linarith)
  · exact hi.ne' h1

/-- The `x` dipole matrix, in units of the s-p transition moment, for the orbitals s, pₓ, p_y
of one atom. -/
def spX : Matrix (Fin 3) (Fin 3) ℝ := !![0, 1, 0; 1, 0, 0; 0, 0, 0]

/-- The `y` dipole matrix in the same basis and units. -/
def spY : Matrix (Fin 3) (Fin 3) ℝ := !![0, 0, 1; 0, 0, 0; 1, 0, 0]

/-- The generator that rotates pₓ and p_y into each other and leaves s alone. -/
def spK : Matrix (Fin 3) (Fin 3) ℝ := !![0, 0, 0; 0, 0, 1; 0, -1, 0]

/-- The s, pₓ, p_y shell has symmetric dipole matrices and an antisymmetric generator that
satisfy both commutation relations. -/
theorem sp_shell_witness :
    spXᵀ = spX ∧ spYᵀ = spY ∧ spKᵀ = -spK ∧
      spX * spK - spK * spX = spY ∧ spY * spK - spK * spY = -spX := by
  refine ⟨?_, ?_, ?_, ?_, ?_⟩ <;> ext i j <;> fin_cases i <;> fin_cases j <;>
    simp [spX, spY, spK]

end

end BoysNonUniqueness
```

```lean
#print axioms BoysNonUniqueness.position_rotation
#print axioms BoysNonUniqueness.boysMaximum_family
#print axioms BoysNonUniqueness.orbital_changes
```

```
'BoysNonUniqueness.position_rotation' depends on axioms: [propext, Classical.choice, Quot.sound]
'BoysNonUniqueness.boysMaximum_family' depends on axioms: [propext, Classical.choice, Quot.sound]
'BoysNonUniqueness.orbital_changes' depends on axioms: [propext, Classical.choice, Quot.sound]
```

## How the Lean proof is built

`exp_orthogonal` moves the transpose into the exponent and combines the two exponentials, which is allowed because \(tK\) commutes with its negative.

`position_rotation` contains the differentiation. The derivatives of the three factors of \(G\) are `hE`, `hM` and `hF`. The first is written with \(K\) on the right of its exponential and the last with \(-K\) on the left, so that both stand next to \(M\). `hcomm` is the identity \(MK-KM=M'\). After the product rule, the `generalize` lines replace \(M\) and the exponentials by plain letters, and `noncomm_ring` checks the cancellation without commuting any factors. `is_const_of_deriv_eq_zero` then compares the angles \(t\) and 0, and the closing `calc` uses orthogonality to remove the outer exponentials.

`centroid_rotation_x` takes the diagonal elements. `centroid_rotation_y` applies it to the pair \((Y,-X)\), as in the derivation. In `centroidSum_invariant` the sums are compared term by term, and `linear_combination` supplies \(\sin^2t+\cos^2t=1\) multiplied by the squared centroid. `boysMaximum_family` joins this equality to the orthogonality of the product.

`expect_sign` shows that a factor \(c\) with \(c^2=1\) leaves an expectation value alone. `orbital_changes` applies it to both components and forms the product \((\cos t-1)(x_i^2+y_i^2)=0\); each of the two possible zero factors contradicts a hypothesis. `sp_shell_witness` checks its five matrix equations entry by entry.
